# (T) costs more than m CCSD iterations exactly when ov > m(o+v), in a model operation count

Take $o$ occupied orbitals, $v$ virtual orbitals and $m$ CCSD iterations. Count $o^3v^3(o+v)$ operations for the perturbative triples correction (T) and $o^2v^2(o+v)^2$ for one CCSD iteration. Then (T) costs more than the $m$ iterations if and only if

$$ov > m(o+v), \qquad\text{equivalently}\qquad o>m \ \text{ and } \ v>\frac{mo}{o-m}.$$

If $o\le m$, no virtual space is large enough to make (T) the more expensive part. For nonempty orbital spaces the ratio of the two counts is $ov/(o+v)$, so (T) is worth that many iterations, a number that stays below $o$ as the basis grows.

```lean
import Mathlib

namespace TriplesVersusCCSD
```

## Counting the contractions

A CCSD(T) calculation iterates the singles and doubles equations to convergence and then evaluates the triples once. Which part dominates depends on the orbital spaces and on the number of iterations.

In one CCSD iteration, the particle ladder contracts the doubles amplitudes over two virtual indices and scales as $o^2v^4$. The ring terms scale as $o^3v^3$ and the hole ladder as $o^4v^2$. The model gives them the weights 1, 2 and 1:

$$C_{\text{it}} = o^2v^4+2o^3v^3+o^4v^2.$$

These weights are postulated. They stand for the relative number and expense of the contractions in each class, which differ between implementations. In Lean the count is a function of two natural numbers, and `o` and `v` count orbitals of the same kind, spatial or spin. The choice affects the result: passing from spatial to spin orbitals in a closed-shell system doubles both numbers, and this doubles the ratio $ov/(o+v)$.

```lean
/-- Model operation count of one CCSD iteration with `o` occupied and `v` virtual orbitals:
particle ladder `o²v⁴`, ring terms `2o³v³` and hole ladder `o⁴v²`. -/
def iterationCost (o v : ℕ) : ℕ := o ^ 2 * v ^ 4 + 2 * (o ^ 3 * v ^ 3) + o ^ 4 * v ^ 2
```

The (T) step builds $o^3v^3$ triples amplitudes. Each is assembled from contractions over one virtual index and contractions over one occupied index, added over permutations of the orbital labels. The model counts one contraction of each kind per amplitude, a weight that is postulated like those above, so

$$C_{(T)} = o^3v^4+o^4v^3.$$

Integral transformation and lower-order terms are left out of both counts. The step from these counts to elapsed time, which also depends on symmetry, memory traffic and parallel efficiency, is left to the user of the model.

```lean
/-- Model operation count of the (T) correction: each of the `o³v³` triples amplitudes
is built by contractions over a virtual index and over an occupied index. -/
def triplesCost (o v : ℕ) : ℕ := o ^ 3 * v ^ 4 + o ^ 4 * v ^ 3
```

Taking out common factors gives

$$C_{(T)}=o^3v^3(v+o),\qquad C_{\text{it}}=o^2v^2(v^2+2ov+o^2)=o^2v^2(o+v)^2.$$

The theorem states both identities for all natural numbers, and `ring` checks each after the definition is unfolded.

```lean
/-- The contraction counts add up to `o³v³(o+v)` for (T) and to `o²v²(o+v)²` for one
CCSD iteration. -/
theorem cost_closed_forms (o v : ℕ) :
    triplesCost o v = o ^ 3 * v ^ 3 * (o + v) ∧
      iterationCost o v = o ^ 2 * v ^ 2 * (o + v) ^ 2 := by
  constructor
  · unfold triplesCost
    ring
  · unfold iterationCost
    ring
```

## Cancelling the common factor

Both sides of the comparison contain $F=o^2v^2(o+v)$:

$$m\,C_{\text{it}}=F\cdot m(o+v),\qquad C_{(T)}=F\cdot ov.$$

If $mC_{\text{it}}<C_{(T)}$, cancelling $F$ leaves $m(o+v)<ov$. Conversely, $m(o+v)<ov$ rules out $o=0$ and $v=0$, since the right side would then vanish. Hence $F>0$, and multiplying by it restores the cost inequality.

In the proof, `h1` and `h2` are the two factorisations, and the two directions are the cancellation and the multiplication. No positivity hypothesis is needed.

```lean
/-- The (T) correction costs more than `m` CCSD iterations exactly when
`ov > m(o+v)`. -/
theorem triples_exceeds_iff (m o v : ℕ) :
    m * iterationCost o v < triplesCost o v ↔ m * (o + v) < o * v := by
  -- both costs share the factor o²v²(o+v)
  have h1 : m * iterationCost o v = (o ^ 2 * v ^ 2 * (o + v)) * (m * (o + v)) := by
    unfold iterationCost
    ring
  have h2 : triplesCost o v = (o ^ 2 * v ^ 2 * (o + v)) * (o * v) := by
    unfold triplesCost
    ring
  rw [h1, h2]
  constructor
  · intro h
    exact lt_of_mul_lt_mul_left h (Nat.zero_le _)
  · intro h
    -- the strict inequality itself forces both orbital spaces to be nonempty
    have ho : 0 < o := Nat.pos_of_ne_zero (by rintro rfl; simp at h)
    have hv : 0 < v := Nat.pos_of_ne_zero (by rintro rfl; simp at h)
    exact mul_lt_mul_of_pos_left h (by positivity)
```

## Few occupied orbitals

Let $o\le m$ with $o,v>0$. Then $m>0$ as well, and

$$ov\le mv<mv+mo=m(o+v).$$

Multiplying by $F>0$ gives $C_{(T)}<mC_{\text{it}}$ for every $v$. The hypotheses `ho` and `hv` are there for strictness: with an empty orbital space both costs are zero. In the code `h3` is the first inequality, `h4` is $mo>0$, and `h5` combines them.

```lean
/-- With nonempty orbital spaces and no more occupied orbitals than iterations, the (T)
correction is strictly cheaper than the CCSD iterations, however large the virtual space. -/
theorem triples_cheaper_of_few_occupied {m o v : ℕ} (ho : 0 < o) (hv : 0 < v)
    (hom : o ≤ m) : triplesCost o v < m * iterationCost o v := by
  have h1 : m * iterationCost o v = (o ^ 2 * v ^ 2 * (o + v)) * (m * (o + v)) := by
    unfold iterationCost
    ring
  have h2 : triplesCost o v = (o ^ 2 * v ^ 2 * (o + v)) * (o * v) := by
    unfold triplesCost
    ring
  -- ov ≤ mv < m(o+v)
  have h3 : o * v ≤ m * v := Nat.mul_le_mul_right v hom
  have h4 : 0 < m * o := Nat.mul_pos (lt_of_lt_of_le ho hom) ho
  have h5 : o * v < m * (o + v) := by nlinarith
  rw [h1, h2]
  exact mul_lt_mul_of_pos_left h5 (by positivity)
```

## The threshold in the virtual space

Let $o>m$. Expanding the criterion gives

$$mo+mv<ov\iff mo<(o-m)v\iff \frac{mo}{o-m}<v,$$

where the last step divides by the positive number $o-m$.

The quotient need not be an integer, so Lean states it over the real numbers. There `hpos` records $o-m>0$, `div_lt_iff₀` clears the denominator, and `exact_mod_cast` carries the inequality between natural and real numbers.

```lean
/-- With more occupied orbitals than iterations, the (T) correction costs more than the
`m` CCSD iterations exactly when the number of virtual orbitals exceeds `mo/(o-m)`. -/
theorem virtual_threshold {m o : ℕ} (v : ℕ) (hmo : m < o) :
    m * iterationCost o v < triplesCost o v ↔
      (m * o : ℝ) / ((o : ℝ) - m) < v := by
  have hpos : (0 : ℝ) < (o : ℝ) - m := sub_pos.mpr (by exact_mod_cast hmo)
  rw [triples_exceeds_iff, div_lt_iff₀ hpos]
  constructor
  · intro h
    have h' : (m : ℝ) * (o + v) < o * v := by exact_mod_cast h
    nlinarith
  · intro h
    have h' : (m : ℝ) * (o + v) < o * v := by nlinarith
    exact_mod_cast h'
```

The two cases combine into one equivalence, valid for all natural $m$, $o$ and $v$. If (T) is the more expensive part, then $o>m$, because $o\le m$ would give $ov\le mv\le m(o+v)$ and contradict the criterion. The threshold then applies. The condition `m < o` has to be stated separately: for $0<o<m$ the quotient is negative, and the second condition alone would hold for every $v$.

```lean
/-- The (T) correction costs more than `m` CCSD iterations if and only if there are more
than `m` occupied orbitals and more than `mo/(o-m)` virtual orbitals. -/
theorem triples_dominates_iff (m o v : ℕ) :
    m * iterationCost o v < triplesCost o v ↔
      m < o ∧ (m * o : ℝ) / ((o : ℝ) - m) < v := by
  constructor
  · intro h
    have hmo : m < o := by
      by_contra hc
      have h1 : o * v ≤ m * v := Nat.mul_le_mul_right v (not_lt.mp hc)
      have h2 := (triples_exceeds_iff m o v).1 h
      have h3 : 0 ≤ m * o := Nat.zero_le _
      nlinarith
    exact ⟨hmo, (virtual_threshold v hmo).1 h⟩
  · rintro ⟨hmo, h⟩
    exact (virtual_threshold v hmo).2 h
```

For example, take $o=20$ and $m=15$. The threshold is $15\cdot20/5=60$.

- At $v=60$ the costs are equal, since $ov=1200$ and $m(o+v)=15\cdot80=1200$.
- At $v=61$ (T) is ahead, with $1220>1215$.
- At $v=100$ (T) is worth $2000/120\approx16.7$ iterations.

With $m=20$ iterations, (T) would stay cheaper in any basis that has at least one virtual orbital.

## How slowly the ratio saturates

The ratio $ov/(o+v)$ approaches $o$ from below. It exceeds $o-1$ when

$$ov>(o-1)(o+v)\iff v>o(o-1).$$

The upper bound $C_{(T)}<o\,C_{\text{it}}$ is the earlier result for few occupied orbitals with $m=o$. For $o=20$, (T) therefore comes within one iteration of its limit only beyond 380 virtual orbitals.

The theorem writes $o=n+1$, which avoids subtraction of natural numbers. Its two cost inequalities come from `triples_exceeds_iff` and `triples_cheaper_of_few_occupied`.

```lean
/-- For `o = n + 1` occupied orbitals, the (T) correction costs strictly between `o - 1`
and `o` CCSD iterations exactly when there are more than `o(o-1)` virtual orbitals. -/
theorem triples_between_iterations (n v : ℕ) :
    (n * iterationCost (n + 1) v < triplesCost (n + 1) v ∧
      triplesCost (n + 1) v < (n + 1) * iterationCost (n + 1) v) ↔
      n * (n + 1) < v := by
  constructor
  · rintro ⟨h, _⟩
    have h' := (triples_exceeds_iff n (n + 1) v).1 h
    nlinarith
  · intro h
    have hv : 0 < v := lt_of_le_of_lt (Nat.zero_le _) h
    exact ⟨(triples_exceeds_iff n (n + 1) v).2 (by nlinarith),
      triples_cheaper_of_few_occupied (Nat.succ_pos n) hv le_rfl⟩
```

## Growing the system in a fixed basis

When a system is enlarged by repeating similar units, with the basis for each element kept fixed, $v/o$ stays roughly constant. Set $v=ko$ with a natural number $k$. The criterion becomes

$$m(o+ko)<o\cdot ko\iff m(k+1)<ko,$$

after cancelling one factor $o$, which either strict inequality forces to be positive. For $k\ge1$ this is a threshold in system size, $o>m(k+1)/k$. With $k=3$ and $m=15$ it reads $o>20$, in agreement with the tie found above at $o=20$, $v=60$.

The Lean statement substitutes `k * o` for the number of virtual orbitals, so it treats integer ratios only. The identity `e` exposes the factor $o$, and the two directions cancel and restore it.

```lean
/-- With `k` virtual orbitals per occupied orbital, the (T) correction costs more than
`m` CCSD iterations exactly when `ko > m(k+1)`. -/
theorem crossover_at_fixed_basis_ratio (m k o : ℕ) :
    m * iterationCost o (k * o) < triplesCost o (k * o) ↔ m * (k + 1) < k * o := by
  have e : m * (o + k * o) = o * (m * (k + 1)) := by ring
  rw [triples_exceeds_iff, e]
  constructor
  · intro h
    exact lt_of_mul_lt_mul_left h (Nat.zero_le _)
  · intro h
    have ho : 0 < o := Nat.pos_of_ne_zero (by rintro rfl; simp at h)
    exact mul_lt_mul_of_pos_left h ho

end TriplesVersusCCSD
```

```lean
#print axioms TriplesVersusCCSD.cost_closed_forms
#print axioms TriplesVersusCCSD.triples_dominates_iff
#print axioms TriplesVersusCCSD.triples_between_iterations
#print axioms TriplesVersusCCSD.crossover_at_fixed_basis_ratio
```

```
'TriplesVersusCCSD.cost_closed_forms' depends on axioms: [propext]
'TriplesVersusCCSD.triples_dominates_iff' depends on axioms: [propext, Classical.choice, Quot.sound]
'TriplesVersusCCSD.triples_between_iterations' depends on axioms: [propext, Classical.choice, Quot.sound]
'TriplesVersusCCSD.crossover_at_fixed_basis_ratio' depends on axioms: [propext, Classical.choice, Quot.sound]
```
